# Eigenspaces of the free Dirac matrix for positive mass and real momentum

To say that the free Dirac solutions of momentum $p$ and energy $E=\sqrt{|p|^2+m^2}$ are exactly the pairs $(f,\ \sigma\cdot p\,f/(E+m))$ is to equate two sets, and the set of pairs can be given a definition of its own. Here it is the range of a linear map that takes a two-spinor $f$ to a four-spinor. The claim then becomes an equality between that range and an eigenspace, and the dimension can be read off from the map.

The units have $\hbar=c=1$, and the matrix is in the Dirac representation:

$$H=\begin{pmatrix} m & S\\ S & -m\end{pmatrix},\qquad S=\sigma\cdot p .$$

The momentum components are $p_0,p_1,p_2$, numbered as in the code, so $p_0$ is the $x$ component and not an energy. I write $|p|^2=p_0^2+p_1^2+p_2^2$.

```lean
import Mathlib

open Matrix Polynomial

namespace FreeDiracSpinors

noncomputable section

/-- The matrix `σ·p` of the Pauli matrices contracted with a real momentum `p`. -/
def sigmaDot (p : Fin 3 → ℝ) : Matrix (Fin 2) (Fin 2) ℂ :=
  !![(p 2 : ℂ), (p 0 : ℂ) - Complex.I * (p 1 : ℂ);
     (p 0 : ℂ) + Complex.I * (p 1 : ℂ), -(p 2 : ℂ)]

/-- The relativistic energy `E = √(p² + m²)`. -/
def energy (m : ℝ) (p : Fin 3 → ℝ) : ℝ :=
  Real.sqrt (p 0 ^ 2 + p 1 ^ 2 + p 2 ^ 2 + m ^ 2)
```

A four-spinor is a function on `Fin 2 ⊕ Fin 2`, and `Sum.elim f g` is the column with upper part $f$ and lower part $g$.

```lean
/-- The free Dirac Hamiltonian at momentum `p`, in two-by-two blocks. -/
def diracH (m : ℝ) (p : Fin 3 → ℝ) : Matrix (Fin 2 ⊕ Fin 2) (Fin 2 ⊕ Fin 2) ℂ :=
  Matrix.fromBlocks ((m : ℂ) • 1) (sigmaDot p) (sigmaDot p) (-((m : ℂ) • 1))
```

The two spinor families are unnormalised.

```lean
/-- The four-spinor `(f, σ·p f / (E + m))` built on a two-spinor `f`, for `E + m ≠ 0`. -/
def posSpinor (m : ℝ) (p : Fin 3 → ℝ) : (Fin 2 → ℂ) →ₗ[ℂ] (Fin 2 ⊕ Fin 2 → ℂ) where
  toFun f := Sum.elim f (((energy m p : ℂ) + m)⁻¹ • (sigmaDot p *ᵥ f))
  map_add' f g := by
    simp only [Matrix.mulVec_add, smul_add]
    ext (i | i) <;> rfl
  map_smul' c f := by
    simp only [Matrix.mulVec_smul, RingHom.id_apply]
    ext (i | i)
    · rfl
    · exact mul_left_comm ((energy m p : ℂ) + m)⁻¹ c ((sigmaDot p *ᵥ f) i)
```

The second family has energy $-E$ at the same momentum $p$. The textbook antiparticle spinor $v(p)$ usually belongs to momentum $-p$, which reverses the sign of its upper part.

```lean
/-- The four-spinor `(-σ·p g / (E + m), g)` built on a two-spinor `g`, for `E + m ≠ 0`. -/
def negSpinor (m : ℝ) (p : Fin 3 → ℝ) : (Fin 2 → ℂ) →ₗ[ℂ] (Fin 2 ⊕ Fin 2 → ℂ) where
  toFun g := Sum.elim ((-((energy m p : ℂ) + m)⁻¹) • (sigmaDot p *ᵥ g)) g
  map_add' f g := by
    simp only [Matrix.mulVec_add, smul_add]
    ext (i | i) <;> rfl
  map_smul' c f := by
    simp only [Matrix.mulVec_smul, RingHom.id_apply]
    ext (i | i)
    · exact mul_left_comm (-((energy m p : ℂ) + m)⁻¹) c ((sigmaDot p *ᵥ f) i)
    · rfl
```

## The energy lies on the mass shell

The definition of `energy` builds in the relation $E^2=|p|^2+m^2$ with $E\ge 0$, the dispersion relation of a free relativistic particle. By hand it enters through the square of $S$. The diagonal entries of $S^2$ are $p_2^2+(p_0-ip_1)(p_0+ip_1)=|p|^2$, and the off-diagonal ones cancel, so

$$S^2=|p|^2\,1=(E^2-m^2)\,1 .$$

The blocks of $x-H$ commute, which gives the characteristic polynomial:

$$\det(x-H)=\det\big((x-m)(x+m)\,1-S^2\big)=(x^2-m^2-|p|^2)^2=(x^2-E^2)^2 .$$

If a number $\omega$ is off the shell, $\omega^2\neq|p|^2+m^2$, it is not a root, and $H\psi=\omega\psi$ has only the zero solution.

```lean
/-- The energy-momentum relation `E² = p² + m²`. -/
theorem energy_sq (m : ℝ) (p : Fin 3 → ℝ) :
    (energy m p : ℂ) ^ 2 = (p 0 : ℂ) ^ 2 + (p 1 : ℂ) ^ 2 + (p 2 : ℂ) ^ 2 + (m : ℂ) ^ 2 := by
  have h : energy m p ^ 2 = p 0 ^ 2 + p 1 ^ 2 + p 2 ^ 2 + m ^ 2 :=
    Real.sq_sqrt (by positivity)
  exact_mod_cast h
```

The next lemma is the first to use $m>0$; it supplies the inverse of $E+m$ for the spinor formulas.

```lean
/-- For positive mass, `E + m` is invertible. -/
theorem inv_energy_add_mass {m : ℝ} (hm : 0 < m) (p : Fin 3 → ℝ) :
    ((energy m p : ℂ) + m)⁻¹ * ((energy m p : ℂ) + m) = 1 := by
  have h : energy m p + m ≠ 0 := (add_pos_of_nonneg_of_pos (Real.sqrt_nonneg _) hm).ne'
  exact inv_mul_cancel₀ (by exact_mod_cast h)
```

`sigmaDot_sq` checks the square of $S$ entry by entry.

```lean
/-- The square of `σ·p` is the number `E² - m²` times the identity. -/
theorem sigmaDot_sq (m : ℝ) (p : Fin 3 → ℝ) :
    sigmaDot p * sigmaDot p = ((energy m p : ℂ) ^ 2 - (m : ℂ) ^ 2) • 1 := by
  rw [energy_sq]
  ext i j
  fin_cases i <;> fin_cases j <;>
    simp [sigmaDot, Matrix.mul_apply, Fin.sum_univ_succ] <;> ring_nf <;>
    simp [Complex.I_sq]

/-- The matrix `σ·p` is Hermitian. -/
theorem sigmaDot_conjTranspose (p : Fin 3 → ℝ) : (sigmaDot p)ᴴ = sigmaDot p := by
  ext i j
  fin_cases i <;> fin_cases j <;>
    simp [sigmaDot, Matrix.conjTranspose_apply, sub_eq_add_neg]
```

`diracH_mulVec` writes the action of $H$ as two coupled two-spinor expressions.

```lean
/-- The Hamiltonian couples the upper two-spinor `f` and the lower two-spinor `g` by `σ·p`. -/
theorem diracH_mulVec (m : ℝ) (p : Fin 3 → ℝ) (f g : Fin 2 → ℂ) :
    diracH m p *ᵥ Sum.elim f g =
      Sum.elim ((m : ℂ) • f + sigmaDot p *ᵥ g) (sigmaDot p *ᵥ f - (m : ℂ) • g) := by
  rw [diracH, Matrix.fromBlocks_mulVec]
  simp [Matrix.smul_mulVec, Matrix.neg_mulVec, sub_eq_add_neg]
```

For the characteristic polynomial, `hM` writes $X-H$ as an explicit $4\times4$ matrix of polynomials. `hdet` expands the determinant of any polynomial matrix of that shape, and `hE` writes $E^2$ as $m^2+p_2^2+(p_0-ip_1)(p_0+ip_1)$, the constant subtracted from $X^2$ inside the resulting square. This theorem holds for every real $m$, whatever its sign.

```lean
/-- The characteristic polynomial of the free Dirac Hamiltonian is `(X² - E²)²`. -/
theorem diracH_charpoly (m : ℝ) (p : Fin 3 → ℝ) :
    (diracH m p).charpoly = (X ^ 2 - C ((energy m p : ℂ) ^ 2)) ^ 2 := by
  -- the matrix `X - H`, written out in four rows
  have hM : (diracH m p).charmatrix.submatrix finSumFinEquiv.symm finSumFinEquiv.symm =
      !![X - C (m : ℂ), 0, -C (p 2 : ℂ), -C ((p 0 : ℂ) - Complex.I * (p 1 : ℂ));
         0, X - C (m : ℂ), -C ((p 0 : ℂ) + Complex.I * (p 1 : ℂ)), C (p 2 : ℂ);
         -C (p 2 : ℂ), -C ((p 0 : ℂ) - Complex.I * (p 1 : ℂ)), X + C (m : ℂ), 0;
         -C ((p 0 : ℂ) + Complex.I * (p 1 : ℂ)), C (p 2 : ℂ), 0, X + C (m : ℂ)] := by
    have e0 : finSumFinEquiv.symm (0 : Fin (2 + 2)) = Sum.inl (0 : Fin 2) := rfl
    have e1 : finSumFinEquiv.symm (1 : Fin (2 + 2)) = Sum.inl (1 : Fin 2) := rfl
    have e2 : finSumFinEquiv.symm (2 : Fin (2 + 2)) = Sum.inr (0 : Fin 2) := rfl
    have e3 : finSumFinEquiv.symm (3 : Fin (2 + 2)) = Sum.inr (1 : Fin 2) := rfl
    ext1 i j
    fin_cases i <;> fin_cases j <;>
      simp [e0, e1, e2, e3, diracH, sigmaDot]
  -- the determinant of any matrix of this shape with entries in `ℂ[X]`
  have hdet : ∀ a d s t u : ℂ[X],
      Matrix.det !![a, 0, -s, -t; 0, a, -u, s; -s, -t, d, 0; -u, s, 0, d] =
        (a * d - (s ^ 2 + t * u)) ^ 2 := by
    intro a d s t u
    simp [Matrix.det_succ_row_zero, Fin.sum_univ_succ, Fin.succAbove]
    ring
  have hE : (energy m p : ℂ) ^ 2 = (m : ℂ) ^ 2 + ((p 2 : ℂ) ^ 2 +
      ((p 0 : ℂ) - Complex.I * (p 1 : ℂ)) * ((p 0 : ℂ) + Complex.I * (p 1 : ℂ))) := by
    rw [energy_sq]
    linear_combination (p 1 : ℂ) ^ 2 * Complex.I_sq
  rw [Matrix.charpoly, ← Matrix.det_submatrix_equiv_self finSumFinEquiv.symm, hM, hdet, hE]
  simp only [C_add, C_sub, C_mul, C_pow]
  ring
```

## Positive mass keeps $E+m$ away from zero

The hypothesis `hm : 0 < m` gives the particle a rest energy, so the two energies $\pm E$ are separated by at least $2m$. For $\psi=(f,g)$ the equation $H\psi=E\psi$ reads

$$mf+Sg=Ef,\qquad Sf-mg=Eg .$$

The second equation is $(E+m)g=Sf$. Dividing by $E+m$, which is where the mass is used, gives $g=Sf/(E+m)$. The first equation then holds for every $f$, because

$$Sg=\frac{S^2f}{E+m}=\frac{E^2-m^2}{E+m}f=(E-m)f .$$

For energy $-E$ the roles are exchanged. The upper equation $mf+Sg=-Ef$ gives $f=-Sg/(E+m)$, and the lower one follows from $Sf-mg=-(E-m)g-mg=-Eg$.

In both proofs below, the first direction splits $\psi$ into its two halves and solves one equation for the dependent half. The second direction substitutes the formula and uses `sigmaDot_sq`. The fact `hc`, that $(E+m)^{-1}(E+m)=1$, does the division in each `linear_combination`.

```lean
/-- For `m > 0` the eigenspace of energy `E` is exactly the set of pairs
`(f, σ·p f / (E + m))`. -/
theorem eigenspace_pos {m : ℝ} (hm : 0 < m) (p : Fin 3 → ℝ) :
    Module.End.eigenspace (Matrix.toLin' (diracH m p)) (energy m p : ℂ) =
      LinearMap.range (posSpinor m p) := by
  have hc := inv_energy_add_mass hm p
  ext ψ
  rw [Module.End.mem_eigenspace_iff, Matrix.toLin'_apply, LinearMap.mem_range]
  constructor
  · obtain ⟨f, g, rfl⟩ : ∃ f g, ψ = Sum.elim f g := ⟨_, _, (Sum.elim_comp_inl_inr ψ).symm⟩
    intro h
    rw [diracH_mulVec] at h
    refine ⟨f, ?_⟩
    ext (i | i)
    · rfl
    · -- the lower equation fixes the lower component
      have h2 := congrFun h (Sum.inr i)
      simp only [Sum.elim_inr, Pi.sub_apply, Pi.smul_apply, smul_eq_mul] at h2
      change ((energy m p : ℂ) + m)⁻¹ * (sigmaDot p *ᵥ f) i = g i
      linear_combination ((energy m p : ℂ) + m)⁻¹ * h2 + g i * hc
  · rintro ⟨f, rfl⟩
    change diracH m p *ᵥ Sum.elim f (((energy m p : ℂ) + m)⁻¹ • (sigmaDot p *ᵥ f)) =
      (energy m p : ℂ) • Sum.elim f (((energy m p : ℂ) + m)⁻¹ • (sigmaDot p *ᵥ f))
    rw [diracH_mulVec, Matrix.mulVec_smul, Matrix.mulVec_mulVec, sigmaDot_sq m,
      Matrix.smul_mulVec, Matrix.one_mulVec]
    ext (i | i) <;> simp only [Sum.elim_inl, Sum.elim_inr, Pi.add_apply, Pi.sub_apply,
      Pi.smul_apply, smul_eq_mul]
    · linear_combination ((energy m p : ℂ) - m) * f i * hc
    · linear_combination -(sigmaDot p *ᵥ f) i * hc

/-- For `m > 0` the eigenspace of energy `-E` is exactly the set of pairs
`(-σ·p g / (E + m), g)`. -/
theorem eigenspace_neg {m : ℝ} (hm : 0 < m) (p : Fin 3 → ℝ) :
    Module.End.eigenspace (Matrix.toLin' (diracH m p)) (-(energy m p : ℂ)) =
      LinearMap.range (negSpinor m p) := by
  have hc := inv_energy_add_mass hm p
  ext ψ
  rw [Module.End.mem_eigenspace_iff, Matrix.toLin'_apply, LinearMap.mem_range]
  constructor
  · obtain ⟨f, g, rfl⟩ : ∃ f g, ψ = Sum.elim f g := ⟨_, _, (Sum.elim_comp_inl_inr ψ).symm⟩
    intro h
    rw [diracH_mulVec] at h
    refine ⟨g, ?_⟩
    ext (i | i)
    · -- the upper equation fixes the upper component
      have h1 := congrFun h (Sum.inl i)
      simp only [Sum.elim_inl, Pi.add_apply, Pi.smul_apply, smul_eq_mul] at h1
      change -((energy m p : ℂ) + m)⁻¹ * (sigmaDot p *ᵥ g) i = f i
      linear_combination -((energy m p : ℂ) + m)⁻¹ * h1 + f i * hc
    · rfl
  · rintro ⟨g, rfl⟩
    change diracH m p *ᵥ Sum.elim ((-((energy m p : ℂ) + m)⁻¹) • (sigmaDot p *ᵥ g)) g =
      (-(energy m p : ℂ)) • Sum.elim ((-((energy m p : ℂ) + m)⁻¹) • (sigmaDot p *ᵥ g)) g
    rw [diracH_mulVec, Matrix.mulVec_smul, Matrix.mulVec_mulVec, sigmaDot_sq m,
      Matrix.smul_mulVec, Matrix.one_mulVec]
    ext (i | i) <;> simp only [Sum.elim_inl, Sum.elim_inr, Pi.add_apply, Pi.sub_apply,
      Pi.smul_apply, smul_eq_mul]
    · linear_combination -(sigmaDot p *ᵥ g) i * hc
    · linear_combination -((energy m p : ℂ) - m) * g i * hc
```

What the argument needs is $E+m\neq0$, which fails only when $p=0$ and $m\le0$. At $p=0$, $m=0$ the matrix vanishes, and the eigenspace of $E=0$ is the whole four-dimensional space. At $p=0$, $m<0$ the solutions of energy $E=-m$ are the pairs $(0,g)$, whereas `posSpinor`, with Lean's convention $0^{-1}=0$, returns $(f,0)$. A massless particle with non-zero momentum causes no difficulty in the derivation by hand.

The same division fixes the norm. Since $S$ is Hermitian, $(Sf)^\dagger(Sf)=f^\dagger S^2f$, and for $u=(f,\ Sf/(E+m))$

$$u^\dagger u=\Big(1+\frac{E^2-m^2}{(E+m)^2}\Big)f^\dagger f=\frac{2E}{E+m}\,f^\dagger f .$$

In Lean, `hs` computes the squared norm of $Sf$ and `hsplit` separates the upper and lower contributions.

```lean
/-- For `m > 0` the spinor `u = (f, σ·p f / (E + m))` has `u†u = 2E / (E + m) · f†f`. -/
theorem posSpinor_norm {m : ℝ} (hm : 0 < m) (p : Fin 3 → ℝ) (f : Fin 2 → ℂ) :
    star (posSpinor m p f) ⬝ᵥ posSpinor m p f =
      2 * (energy m p : ℂ) / ((energy m p : ℂ) + m) * (star f ⬝ᵥ f) := by
  have hc := inv_energy_add_mass hm p
  have hs : star (sigmaDot p *ᵥ f) ⬝ᵥ (sigmaDot p *ᵥ f) =
      ((energy m p : ℂ) ^ 2 - (m : ℂ) ^ 2) * (star f ⬝ᵥ f) := by
    rw [Matrix.star_mulVec, sigmaDot_conjTranspose, ← Matrix.dotProduct_mulVec,
      Matrix.mulVec_mulVec, sigmaDot_sq m, Matrix.smul_mulVec, Matrix.one_mulVec,
      dotProduct_smul, smul_eq_mul]
  -- upper and lower components contribute separately
  have hsplit : star (posSpinor m p f) ⬝ᵥ posSpinor m p f = star f ⬝ᵥ f +
      (((energy m p : ℂ) + m)⁻¹) ^ 2 * (star (sigmaDot p *ᵥ f) ⬝ᵥ (sigmaDot p *ᵥ f)) := by
    have hk : star (((energy m p : ℂ) + m)⁻¹) = ((energy m p : ℂ) + m)⁻¹ := by simp
    change star (Sum.elim f (((energy m p : ℂ) + m)⁻¹ • (sigmaDot p *ᵥ f))) ⬝ᵥ
      Sum.elim f (((energy m p : ℂ) + m)⁻¹ • (sigmaDot p *ᵥ f)) = _
    generalize sigmaDot p *ᵥ f = w
    generalize ((energy m p : ℂ) + m)⁻¹ = k at hk ⊢
    simp only [dotProduct, Fintype.sum_sum_type, Fin.sum_univ_two, Pi.star_apply,
      Sum.elim_inl, Sum.elim_inr, Pi.smul_apply, smul_eq_mul, star_mul', hk]
    ring
  rw [hsplit, hs, div_eq_mul_inv]
  linear_combination
    (((energy m p : ℂ) + m)⁻¹ * ((energy m p : ℂ) - m) - 1) * (star f ⬝ᵥ f) * hc
```

The same computation for $v=(-Sg/(E+m),\ g)$ gives $v^\dagger v=\frac{2E}{E+m}\,g^\dagger g$.

A program that needs free spinors with $u^\dagger u=1$ can take $f=(1,0)$ and $f=(0,1)$, form the lower parts $Sf/(E+m)$, and multiply each column by $\sqrt{(E+m)/(2E)}$. For $p\neq0$ the lower part also equals $(E-m)Sf/|p|^2$, but at small momentum that form subtracts two nearly equal numbers, and the division by $E+m$ avoids this.

## Real momentum makes the two families orthogonal

The types `m : ℝ` and `p : Fin 3 → ℝ` are hypotheses too. A real momentum belongs to a plane wave that neither grows nor decays in space, and together with a real mass it makes $H$ Hermitian and $E$ real. If $H\psi=E\psi$ and $H\varphi=-E\varphi$, then

$$E\,\psi^\dagger\varphi=(H\psi)^\dagger\varphi=\psi^\dagger H\varphi=-E\,\psi^\dagger\varphi ,$$

so $2E\,\psi^\dagger\varphi=0$, and $E>0$ gives $\psi^\dagger\varphi=0$.

With a complex momentum this can fail. Take $p=(0,0,i\kappa)$ with $0<\kappa<m$ and $E=\sqrt{m^2-\kappa^2}$. The spinor formulas still give eigenvectors, among them $(1,0,\tfrac{i\kappa}{E+m},0)$ and $(-\tfrac{i\kappa}{E+m},0,1,0)$, whose inner product is $-2i\kappa/(E+m)\neq0$.

The final theorem collects the results for every $m>0$ and every real $p$. `Vpos` and `Vneg` are the eigenspaces of $E$ and $-E$, `Module.finrank ℂ` is the complex dimension, and `star ψ ⬝ᵥ φ` is $\psi^\dagger\varphi$. For the dimensions, `hinj` observes that $f$ is the upper half of its four-spinor and $g$ the lower half of its own. Both maps are therefore injective, and their ranges have dimension two. For orthogonality, `hH` is the Hermiticity of $H$, `h1` moves $H$ from one factor to the other, and `h2` is the equation $E\,\psi^\dagger\varphi=0$.

```lean
/-- For `m > 0` the free Dirac Hamiltonian has characteristic polynomial `(X² - E²)²`; its
eigenspaces of energy `E` and `-E` are the pairs `(f, σ·p f / (E + m))` and
`(-σ·p g / (E + m), g)`, each of dimension two, and they are mutually orthogonal. -/
theorem free_dirac_spectrum {m : ℝ} (hm : 0 < m) (p : Fin 3 → ℝ) :
    let Vpos := Module.End.eigenspace (Matrix.toLin' (diracH m p)) (energy m p : ℂ)
    let Vneg := Module.End.eigenspace (Matrix.toLin' (diracH m p)) (-(energy m p : ℂ))
    (diracH m p).charpoly = (X ^ 2 - C ((energy m p : ℂ) ^ 2)) ^ 2 ∧
    Vpos = LinearMap.range (posSpinor m p) ∧ Vneg = LinearMap.range (negSpinor m p) ∧
    Module.finrank ℂ Vpos = 2 ∧ Module.finrank ℂ Vneg = 2 ∧
    ∀ ψ ∈ Vpos, ∀ φ ∈ Vneg, star ψ ⬝ᵥ φ = 0 := by
  intro Vpos Vneg
  refine ⟨diracH_charpoly m p, eigenspace_pos hm p, eigenspace_neg hm p, ?_, ?_, ?_⟩
  · have hinj : Function.Injective (posSpinor m p) :=
      fun f g h => funext fun i => congrFun h (Sum.inl i)
    have h := LinearMap.finrank_range_of_inj hinj
    rw [← eigenspace_pos hm p] at h
    exact h.trans (by simp)
  · have hinj : Function.Injective (negSpinor m p) :=
      fun f g h => funext fun i => congrFun h (Sum.inr i)
    have h := LinearMap.finrank_range_of_inj hinj
    rw [← eigenspace_neg hm p] at h
    exact h.trans (by simp)
  · intro ψ hψ φ hφ
    have hψ' := Module.End.mem_eigenspace_iff.1 hψ
    have hφ' := Module.End.mem_eigenspace_iff.1 hφ
    rw [Matrix.toLin'_apply] at hψ' hφ'
    have hH : (diracH m p)ᴴ = diracH m p := by
      rw [diracH, Matrix.fromBlocks_conjTranspose, sigmaDot_conjTranspose]
      simp [Matrix.conjTranspose_smul]
    -- move the Hermitian Hamiltonian from one factor to the other
    have h1 : star (diracH m p *ᵥ ψ) ⬝ᵥ φ = star ψ ⬝ᵥ (diracH m p *ᵥ φ) := by
      rw [Matrix.star_mulVec, hH, ← Matrix.dotProduct_mulVec]
    rw [hψ', hφ'] at h1
    simp only [star_smul, smul_dotProduct, dotProduct_smul, smul_eq_mul, Complex.star_def,
      Complex.conj_ofReal] at h1
    have hE : energy m p ≠ 0 := (Real.sqrt_pos.2 (by positivity)).ne'
    have h2 : (energy m p : ℂ) * (star ψ ⬝ᵥ φ) = 0 := by linear_combination h1 / 2
    exact (mul_eq_zero.1 h2).resolve_left (by exact_mod_cast hE)

end

end FreeDiracSpinors
```

```lean
#print axioms FreeDiracSpinors.posSpinor_norm
#print axioms FreeDiracSpinors.free_dirac_spectrum
```

```
'FreeDiracSpinors.posSpinor_norm' depends on axioms: [propext, Classical.choice, Quot.sound]
'FreeDiracSpinors.free_dirac_spectrum' depends on axioms: [propext, Classical.choice, Quot.sound]
```

The theorem concerns one $4\times4$ matrix at one momentum. The factor $e^{ip\cdot x}$, external potentials and the Dirac operator on a space of wave functions do not enter. For a free electron with $|p|\ll m$, the lower part of a positive-energy spinor is close to $\sigma\cdot p\,f/(2m)$, a relation that kinetically balanced basis sets for relativistic electronic structure are built to represent.
